# Three Shortest Spin Rotations around a Spherical Triangle Compose to a Rotation about the Starting Corner

## A direction that returns and a state vector that need not

Turn a spin one-half from direction $a$ to $b$, then to $c$, then back to $a$, each time by the shortest rotation. The direction is restored. If one concludes that the state vector is restored too, interference with a branch of the same particle's state that was not rotated can come out wrong: for three directions $120^\circ$ apart on a great circle, the state vector returns with its sign reversed. The net rotation, or holonomy, supplies the missing factor.

For a real vector $v=(v_0,v_1,v_2)$, let $v\cdot\sigma$ be the corresponding combination of Pauli matrices. The rotation from a unit vector $n$ to a unit vector $m\neq-n$ is

$$V(n,m)=\frac{I+(m\cdot\sigma)(n\cdot\sigma)}{\sqrt{2(1+n\cdot m)}}.$$

If $\theta$ is the angle between $n$ and $m$, this is the spin rotation by $\theta$ about $n\times m$, and it is $I$ when $n=m$.

## The holonomy formula and its Lean form

Write $S=1+a\cdot b+b\cdot c+c\cdot a$, $T=a\cdot(b\times c)$ and $D=2(1+a\cdot b)(1+b\cdot c)(1+c\cdot a)$. For unit vectors with no two opposite, `triangle_holonomy` states that $D>0$ and

$$V(c,a)\,V(b,c)\,V(a,b)=\frac{S\,I-iT\,a\cdot\sigma}{\sqrt D}.$$

Directions have type `Fin 3 → ℝ`, with components 0, 1, 2 along $x,y,z$. `pauliDot v`, abbreviated `σ v`, is $v\cdot\sigma$ in the standard basis, and `transport n m` is $V(n,m)$. In the code `I` is the imaginary unit and `𝟙₂` is the identity matrix, which the formulas here and the code's comments write as $I$. The rightmost factor acts first. Unit length is written `a ⬝ᵥ a = 1`, and `b ≠ -a`, `c ≠ -b`, `a ≠ -c` exclude opposite corners, between which there is no unique shortest rotation. Corners may coincide.

`trianglePhasor` is $S+iT$, and `solidAngle` is defined as $\Omega=2\arg(S+iT)$. Under the same hypotheses, `holonomy_solidAngle` gives the holonomy as $\cos(\Omega/2)I-i\sin(\Omega/2)\,a\cdot\sigma$, and `geometric_phase` says that any $\psi$ with $(a\cdot\sigma)\psi=\psi$ returns as $e^{-i\Omega/2}\psi$. During each turn the rotation axis is perpendicular to the spin, so a field along that axis adds no dynamical phase, and $-\Omega/2$ is the geometric phase for the geodesic triangle. The file itself contains only the rotation matrices, not the time evolution that produces them. That $\Omega$ is the signed area of the triangle is a classical fact of spherical geometry, which the file uses for the name and does not derive.

## Multiplying out the three rotations

The Pauli matrices give

$$(u\cdot\sigma)(v\cdot\sigma)=(u\cdot v)I+i(u\times v)\cdot\sigma.$$

Adding the product in reverse order cancels the cross products and leaves the anticommutator $2(u\cdot v)I$. For a unit vector, $(u\cdot\sigma)^2=I$.

The denominators are positive because $|n+m|^2=2(1+n\cdot m)$, which vanishes only for $m=-n$. With $N=n\cdot\sigma$ and $M=m\cdot\sigma$,

$$(I+MN)(I+NM)=2I+MN+NM=2(1+n\cdot m)I,$$

so $V(n,m)$ is unitary. Also $(I+MN)N=N+M=M(I+MN)$, so it carries $N$ to $M$.

Now let $A,B,C$ be the spin components along $a,b,c$. Using $A^2=B^2=C^2=I$,

$$(I+AC)(I+CB)(I+BA)=2I+(AB+BA)+(CA+AC)+CB+A(CB)A.$$

The two brackets are $2(a\cdot b)I$ and $2(c\cdot a)I$. For the rest, put $w=c\times b$ and $W=w\cdot\sigma$, so that $CB=(b\cdot c)I+iW$. Then

$$AWA=(AW+WA)A-WA^2=2(a\cdot w)A-W,$$

and since $a\cdot w=-T$,

$$CB+A(CB)A=2(b\cdot c)I-2iT\,A.$$

The numerator is therefore $2(S\,I-iT\,A)$. The three square roots multiply to $2\sqrt D$, and the factors of 2 cancel.

To read the coefficients as a cosine and a sine, set $p=a\cdot b$, $q=b\cdot c$, $r=c\cdot a$. The Gram determinant gives $T^2=1+2pqr-p^2-q^2-r^2$, hence

$$S^2+T^2=2(1+p+q+r+pq+qr+rp+pqr)=2(1+p)(1+q)(1+r)=D.$$

So $|S+iT|=\sqrt D$, with $S/\sqrt D=\cos(\Omega/2)$ and $T/\sqrt D=\sin(\Omega/2)$. On a state with $A\psi=\psi$, the holonomy acts as $\cos(\Omega/2)-i\sin(\Omega/2)=e^{-i\Omega/2}$.

## Two opposite corners

Take $a=(0,0,1)$, $b=(0,0,-1)$, $c=(1,0,0)$. Then $I+BA=0$ and $1+a\cdot b=0$, so $V(a,b)$ is $0/0$ and $D>0$ fails. Lean sets $0^{-1}=0$, which makes both sides of the product formula zero; the positivity of $D$ in the conclusion rules out this empty agreement. The trigonometric form fails outright: its left side is the zero matrix, while $S+iT=0$ has argument 0 in Lean and the right side is $I$.

## The complete file

```lean
import Mathlib

open Matrix
open Complex (I)

namespace SphericalTriangleHolonomy

noncomputable section

local notation "𝟙₂" => (1 : Matrix (Fin 2) (Fin 2) ℂ)

/-- The spin component `v · σ` along a real vector `v`, as a matrix in the standard basis. -/
def pauliDot (v : Fin 3 → ℝ) : Matrix (Fin 2) (Fin 2) ℂ :=
  !![(v 2 : ℂ), (v 0 : ℂ) - I * (v 1 : ℂ); (v 0 : ℂ) + I * (v 1 : ℂ), -(v 2 : ℂ)]

local notation "σ" => pauliDot

/-- The matrix `V(n,m) = (I + (m · σ)(n · σ)) / √(2(1 + n · m))`. -/
def transport (n m : Fin 3 → ℝ) : Matrix (Fin 2) (Fin 2) ℂ :=
  (((Real.sqrt (2 * (1 + n ⬝ᵥ m)))⁻¹ : ℝ) : ℂ) • (𝟙₂ + σ m * σ n)

/-- The complex number `(1 + a·b + b·c + c·a) + i a·(b × c)` of three directions. -/
def trianglePhasor (a b c : Fin 3 → ℝ) : ℂ :=
  ⟨1 + a ⬝ᵥ b + b ⬝ᵥ c + c ⬝ᵥ a, a ⬝ᵥ (b ⨯₃ c)⟩

/-- The angle `Ω`, defined as twice the argument of `trianglePhasor a b c`. -/
def solidAngle (a b c : Fin 3 → ℝ) : ℝ := 2 * Complex.arg (trianglePhasor a b c)

/-- The product of two spin components is `(u · v) I + i (u × v) · σ`. -/
theorem pauliDot_mul (u v : Fin 3 → ℝ) :
    σ u * σ v = ((u ⬝ᵥ v : ℝ) : ℂ) • 𝟙₂ + I • σ (u ⨯₃ v) := by
  ext i j
  fin_cases i <;> fin_cases j <;> apply Complex.ext <;>
    simp [pauliDot, Matrix.mul_apply, Fin.sum_univ_two, Fin.sum_univ_three, dotProduct,
      cross_apply] <;> ring

/-- The anticommutator of two spin components is `2 (u · v) I`. -/
theorem pauliDot_anticomm (u v : Fin 3 → ℝ) :
    σ u * σ v + σ v * σ u = ((2 * (u ⬝ᵥ v) : ℝ) : ℂ) • 𝟙₂ := by
  ext i j
  fin_cases i <;> fin_cases j <;> apply Complex.ext <;>
    simp [pauliDot, Fin.sum_univ_three, dotProduct] <;> ring

/-- The spin component along a unit vector squares to the identity. -/
theorem pauliDot_sq {u : Fin 3 → ℝ} (hu : u ⬝ᵥ u = 1) : σ u * σ u = 1 := by
  have h0 : σ 0 = 0 := by
    ext i j
    fin_cases i <;> fin_cases j <;> simp [pauliDot]
  rw [pauliDot_mul, hu, cross_self, h0, Complex.ofReal_one, one_smul, smul_zero, add_zero]

/-- For unit vectors that are not opposite, `1 + n · m` is positive. -/
theorem one_add_dot_pos {n m : Fin 3 → ℝ} (hn : n ⬝ᵥ n = 1) (hm : m ⬝ᵥ m = 1)
    (h : m ≠ -n) : 0 < 1 + n ⬝ᵥ m := by
  simp only [dotProduct, Fin.sum_univ_three] at hn hm ⊢
  by_contra hle
  have hle' := not_lt.mp hle
  -- otherwise the squared length of n + m vanishes
  have hs : (n 0 + m 0) ^ 2 + (n 1 + m 1) ^ 2 + (n 2 + m 2) ^ 2 ≤ 0 := by nlinarith
  have p0 := sq_nonneg (n 0 + m 0)
  have p1 := sq_nonneg (n 1 + m 1)
  have p2 := sq_nonneg (n 2 + m 2)
  have h0 : n 0 + m 0 = 0 := (pow_eq_zero_iff two_ne_zero).mp (by linarith)
  have h1 : n 1 + m 1 = 0 := (pow_eq_zero_iff two_ne_zero).mp (by linarith)
  have h2 : n 2 + m 2 = 0 := (pow_eq_zero_iff two_ne_zero).mp (by linarith)
  apply h
  ext i
  fin_cases i
  · show m 0 = -n 0
    linarith
  · show m 1 = -n 1
    linarith
  · show m 2 = -n 2
    linarith

/-- For unit vectors that are not opposite, `V(n,m)` is unitary and carries the spin component
along `n` to the one along `m`. -/
theorem transport_unitary_intertwines {n m : Fin 3 → ℝ} (hn : n ⬝ᵥ n = 1) (hm : m ⬝ᵥ m = 1)
    (h : m ≠ -n) : transport n m * (transport n m)ᴴ = 1 ∧
      transport n m * σ n = σ m * transport n m := by
  have hN := pauliDot_sq hn
  have hM := pauliDot_sq hm
  constructor
  · have herm : ∀ v, (σ v)ᴴ = σ v := by
      intro v
      ext i j
      fin_cases i <;> fin_cases j <;> apply Complex.ext <;> simp [pauliDot]
    have hprod : (𝟙₂ + σ m * σ n) * (𝟙₂ + σ n * σ m)
        = ((2 * (1 + n ⬝ᵥ m) : ℝ) : ℂ) • 𝟙₂ := by
      calc _ = 𝟙₂ + (σ m * σ n + σ n * σ m) + σ m * (σ n * σ n) * σ m := by noncomm_ring
        _ = _ := by
          rw [hN, mul_one, hM, pauliDot_anticomm, dotProduct_comm m n]
          push_cast
          module
    have key : ∀ r : ℝ, r * r * (2 * (1 + n ⬝ᵥ m)) = 1 →
        ((r : ℂ) • (𝟙₂ + σ m * σ n)) * ((r : ℂ) • (𝟙₂ + σ m * σ n))ᴴ = 1 := by
      intro r hr
      simp only [conjTranspose_smul, conjTranspose_add, conjTranspose_one, conjTranspose_mul,
        herm, Complex.star_def, Complex.conj_ofReal]
      rw [smul_mul_smul_comm, hprod, smul_smul, ← Complex.ofReal_mul, ← Complex.ofReal_mul, hr,
        Complex.ofReal_one, one_smul]
    have hx : 0 < 2 * (1 + n ⬝ᵥ m) := by linarith [one_add_dot_pos hn hm h]
    apply key
    rw [← mul_inv, Real.mul_self_sqrt hx.le, inv_mul_cancel₀ hx.ne']
  · rw [transport, smul_mul_assoc, mul_smul_comm]
    congr 1
    calc (𝟙₂ + σ m * σ n) * σ n = σ n + σ m * (σ n * σ n) := by noncomm_ring
      _ = σ m + (σ m * σ m) * σ n := by rw [hN, hM, mul_one, one_mul, add_comm]
      _ = σ m * (𝟙₂ + σ m * σ n) := by noncomm_ring

/-- The product of the three unnormalised rotations around a triangle of unit vectors. -/
theorem loop_numerator {a b c : Fin 3 → ℝ} (ha : a ⬝ᵥ a = 1) (hb : b ⬝ᵥ b = 1)
    (hc : c ⬝ᵥ c = 1) :
    (𝟙₂ + σ a * σ c) * (𝟙₂ + σ c * σ b) * (𝟙₂ + σ b * σ a) =
      (2 : ℂ) • (((1 + a ⬝ᵥ b + b ⬝ᵥ c + c ⬝ᵥ a : ℝ) : ℂ) • 𝟙₂
        - (I * ((a ⬝ᵥ (b ⨯₃ c) : ℝ) : ℂ)) • σ a) := by
  have hA := pauliDot_sq ha
  have ht : a ⬝ᵥ (c ⨯₃ b) = -(a ⬝ᵥ (b ⨯₃ c)) := by
    rw [← cross_anticomm b c, dotProduct_neg]
  -- reflecting the spin component along c × b through a
  have hR : σ a * σ (c ⨯₃ b) * σ a
      = ((2 * (a ⬝ᵥ (c ⨯₃ b)) : ℝ) : ℂ) • σ a - σ (c ⨯₃ b) := by
    calc _ = (σ a * σ (c ⨯₃ b) + σ (c ⨯₃ b) * σ a) * σ a - σ (c ⨯₃ b) * (σ a * σ a) := by
          noncomm_ring
      _ = _ := by rw [pauliDot_anticomm, hA, mul_one, smul_mul_assoc, one_mul]
  have hS : σ c * σ b + σ a * (σ c * σ b) * σ a = (2 * ((b ⬝ᵥ c : ℝ) : ℂ)) • 𝟙₂
      - (2 * I * ((a ⬝ᵥ (b ⨯₃ c) : ℝ) : ℂ)) • σ a := by
    rw [pauliDot_mul c b]
    simp only [mul_add, add_mul, mul_smul_comm, smul_mul_assoc, mul_one]
    rw [hA, hR, ht, dotProduct_comm c b]
    push_cast
    module
  calc _ = 𝟙₂ + σ b * σ a + σ c * σ b + σ c * (σ b * σ b) * σ a + σ a * σ c
        + σ a * (σ c * σ b) * σ a + σ a * (σ c * σ c) * σ b
        + σ a * (σ c * σ c) * (σ b * σ b) * σ a := by noncomm_ring
    _ = 𝟙₂ + (σ a * σ b + σ b * σ a) + (σ c * σ a + σ a * σ c)
        + (σ c * σ b + σ a * (σ c * σ b) * σ a) + 𝟙₂ := by
      rw [pauliDot_sq hb, pauliDot_sq hc]
      simp only [mul_one]
      rw [hA]
      abel
    _ = _ := by
      rw [hS, pauliDot_anticomm, pauliDot_anticomm]
      push_cast
      module

/-- For unit vectors, `(1 + a·b + b·c + c·a)² + (a·(b × c))² = 2(1 + a·b)(1 + b·c)(1 + c·a)`. -/
theorem triangle_gram {a b c : Fin 3 → ℝ} (ha : a ⬝ᵥ a = 1) (hb : b ⬝ᵥ b = 1)
    (hc : c ⬝ᵥ c = 1) :
    (1 + a ⬝ᵥ b + b ⬝ᵥ c + c ⬝ᵥ a) ^ 2 + (a ⬝ᵥ (b ⨯₃ c)) ^ 2
      = 2 * (1 + a ⬝ᵥ b) * (1 + b ⬝ᵥ c) * (1 + c ⬝ᵥ a) := by
  -- the squared triple product is the Gram determinant
  have hg : (a ⬝ᵥ (b ⨯₃ c)) ^ 2 = (a ⬝ᵥ a) * (b ⬝ᵥ b) * (c ⬝ᵥ c)
      + 2 * (a ⬝ᵥ b) * (b ⬝ᵥ c) * (c ⬝ᵥ a) - (a ⬝ᵥ a) * (b ⬝ᵥ c) ^ 2
      - (b ⬝ᵥ b) * (c ⬝ᵥ a) ^ 2 - (c ⬝ᵥ c) * (a ⬝ᵥ b) ^ 2 := by
    simp [dotProduct, Fin.sum_univ_three, cross_apply]
    ring
  rw [ha, hb, hc] at hg
  linear_combination hg

/-- Spherical triangle holonomy: for unit vectors with no two opposite, the normalisation is
positive and the three rotations around the triangle compose to the stated spin rotation
about `a`. -/
theorem triangle_holonomy {a b c : Fin 3 → ℝ} (ha : a ⬝ᵥ a = 1) (hb : b ⬝ᵥ b = 1)
    (hc : c ⬝ᵥ c = 1) (hab : b ≠ -a) (hbc : c ≠ -b) (hca : a ≠ -c) :
    0 < 2 * (1 + a ⬝ᵥ b) * (1 + b ⬝ᵥ c) * (1 + c ⬝ᵥ a) ∧
    transport c a * transport b c * transport a b =
      (((Real.sqrt (2 * (1 + a ⬝ᵥ b) * (1 + b ⬝ᵥ c) * (1 + c ⬝ᵥ a)))⁻¹ : ℝ) : ℂ) •
        (((1 + a ⬝ᵥ b + b ⬝ᵥ c + c ⬝ᵥ a : ℝ) : ℂ) • 𝟙₂
          - (I * ((a ⬝ᵥ (b ⨯₃ c) : ℝ) : ℂ)) • σ a) := by
  have hx := one_add_dot_pos ha hb hab
  have hy := one_add_dot_pos hb hc hbc
  have hz := one_add_dot_pos hc ha hca
  refine ⟨mul_pos (mul_pos (mul_pos two_pos hx) hy) hz, ?_⟩
  -- the three normalisations combine into one square root
  have hs : ∀ x y z : ℝ, 0 < x → 0 < y → 0 < z →
      (Real.sqrt (2 * z))⁻¹ * (Real.sqrt (2 * y))⁻¹ * (Real.sqrt (2 * x))⁻¹ * 2
        = (Real.sqrt (2 * x * y * z))⁻¹ := by
    intro x y z h1 h2 h3
    have h : Real.sqrt (2 * z) * Real.sqrt (2 * y) * Real.sqrt (2 * x)
        = 2 * Real.sqrt (2 * x * y * z) := by
      rw [← Real.sqrt_mul (by positivity), ← Real.sqrt_mul (by positivity),
        show 2 * z * (2 * y) * (2 * x) = 2 ^ 2 * (2 * x * y * z) by ring,
        Real.sqrt_mul (by positivity), Real.sqrt_sq (by norm_num)]
    rw [← mul_inv, ← mul_inv, h, mul_inv]
    ring
  unfold transport
  rw [smul_mul_smul_comm, smul_mul_smul_comm, loop_numerator ha hb hc, smul_smul,
    ← hs _ _ _ hx hy hz]
  simp only [Complex.ofReal_mul, Complex.ofReal_ofNat]

/-- For unit vectors with no two opposite, the three rotations around the triangle compose to
`cos(Ω/2) I - i sin(Ω/2) a · σ`, with `Ω = solidAngle a b c`. -/
theorem holonomy_solidAngle {a b c : Fin 3 → ℝ} (ha : a ⬝ᵥ a = 1) (hb : b ⬝ᵥ b = 1)
    (hc : c ⬝ᵥ c = 1) (hab : b ≠ -a) (hbc : c ≠ -b) (hca : a ≠ -c) :
    transport c a * transport b c * transport a b =
      ((Real.cos (solidAngle a b c / 2) : ℝ) : ℂ) • 𝟙₂
        - (I * ((Real.sin (solidAngle a b c / 2) : ℝ) : ℂ)) • σ a := by
  obtain ⟨hpos, hV⟩ := triangle_holonomy ha hb hc hab hbc hca
  have hnorm : ‖trianglePhasor a b c‖
      = Real.sqrt (2 * (1 + a ⬝ᵥ b) * (1 + b ⬝ᵥ c) * (1 + c ⬝ᵥ a)) := by
    rw [← triangle_gram ha hb hc, ← Real.sqrt_sq (norm_nonneg (trianglePhasor a b c)),
      Complex.sq_norm, Complex.normSq_apply, sq, sq]
    rfl
  have hne : trianglePhasor a b c ≠ 0 := by
    rw [← norm_pos_iff, hnorm]
    exact Real.sqrt_pos.mpr hpos
  have hhalf : solidAngle a b c / 2 = Complex.arg (trianglePhasor a b c) := by
    unfold solidAngle
    ring
  rw [hV, hhalf, Complex.cos_arg hne, Complex.sin_arg, hnorm, div_eq_inv_mul, div_eq_inv_mul,
    Complex.ofReal_mul, Complex.ofReal_mul]
  simp only [trianglePhasor]
  module

/-- For unit vectors with no two opposite, the three rotations around the triangle multiply any `ψ`
with `(a · σ) ψ = ψ` by `exp(-iΩ/2)`, with `Ω = solidAngle a b c`. -/
theorem geometric_phase {a b c : Fin 3 → ℝ} (ha : a ⬝ᵥ a = 1) (hb : b ⬝ᵥ b = 1)
    (hc : c ⬝ᵥ c = 1) (hab : b ≠ -a) (hbc : c ≠ -b) (hca : a ≠ -c)
    (ψ : Fin 2 → ℂ) (hψ : σ a *ᵥ ψ = ψ) :
    (transport c a * transport b c * transport a b) *ᵥ ψ =
      Complex.exp (-((solidAngle a b c / 2 : ℝ) : ℂ) * I) • ψ := by
  rw [holonomy_solidAngle ha hb hc hab hbc hca, Complex.exp_mul_I, Complex.cos_neg,
    Complex.sin_neg, ← Complex.ofReal_cos, ← Complex.ofReal_sin]
  simp only [Matrix.sub_mulVec, Matrix.smul_mulVec, Matrix.one_mulVec, hψ]
  module

end

end SphericalTriangleHolonomy
```

```lean
#print axioms SphericalTriangleHolonomy.transport_unitary_intertwines
#print axioms SphericalTriangleHolonomy.triangle_holonomy
#print axioms SphericalTriangleHolonomy.geometric_phase
```

```
'SphericalTriangleHolonomy.transport_unitary_intertwines' depends on axioms: [propext, Classical.choice, Quot.sound]
'SphericalTriangleHolonomy.triangle_holonomy' depends on axioms: [propext, Classical.choice, Quot.sound]
'SphericalTriangleHolonomy.geometric_phase' depends on axioms: [propext, Classical.choice, Quot.sound]
```

## How the proof follows the algebra

`pauliDot_mul` and `pauliDot_anticomm` compare matrices entry by entry, splitting each entry into real and imaginary parts and finishing with `ring`. `pauliDot_sq` is the case $u=v$ of the product rule. `one_add_dot_pos` argues by contradiction: if $1+n\cdot m\le0$, the squared components of $n+m$ sum to at most zero, so each vanishes and $m=-n$.

In `transport_unitary_intertwines`, `hprod` is the product $(I+MN)(I+NM)$, and the last `calc` is the carrying relation. These identities do not enter the main theorem; they justify calling `transport` a rotation from $n$ to $m$.

`loop_numerator` holds the central calculation. Its `hR` is the formula for $AWA$, and `hS` evaluates $CB+A(CB)A$. The final `calc` expands the eight terms with `noncomm_ring`, which respects the order of matrix factors, then groups them into anticommutators; `module` collects the scalar coefficients.

In `triangle_holonomy`, `hs` combines the three inverse square roots with the factor 2. `triangle_gram` first proves the Gram determinant formula for arbitrary vectors and then inserts unit lengths. `holonomy_solidAngle` turns this into the modulus of the phasor, `hnorm`, and uses $D>0$ to show that the phasor is nonzero, as the cosine formula for `Complex.arg` requires. `geometric_phase` applies the resulting matrix to $\psi$ and expands the exponential by Euler's formula.
